# Coupling to a single conduction state leaves n − 1 valence bands without a k·p mass correction

At the centre of the Brillouin zone of a cubic semiconductor such as gallium arsenide, described without spin and spin-orbit coupling, three p-like valence states share one band edge, and an s-like conduction state lies above them. The k·p interaction mixes the conduction state with the valence states as soon as the wave vector $k$ is nonzero. One would expect this mixing to change the curvature of every valence band. In a model with only these four states it changes one of them, the light-hole band. The other two, the heavy-hole bands, keep the dispersion of a free electron, and they are completely flat if the free-electron term is left out.

The argument works for any number $n\ge 1$ of degenerate valence states and a wave vector $k\in\mathbb R^n$. For the p-like triplet, $n=3$.

```lean
import Mathlib

open Polynomial
open scoped Matrix

namespace FlatHeavyHoleBands

noncomputable section

variable {n : ℕ}
```

## One conduction state and n valence states

Put the valence edge at energy $0$ and the conduction edge at $E_g$. Let $P$ be the coupling constant, which stands for the momentum matrix element between the conduction state and a valence state, with the factor $\hbar/m_0$ absorbed. Every state also has the free-electron energy
$$t = c\,|k|^2,\qquad c=\frac{\hbar^2}{2m_0}.$$
In block form the Hamiltonian is
$$H(k)=\begin{pmatrix} E_g+t & P k^{\mathsf T}\\ P k & t\,I_n\end{pmatrix}.$$
The momentum matrix element is often written with a factor $i$; a change of phase of the conduction state makes the coupling real, as it is here.

In Lean the index type `Unit ⊕ Fin n` has one conduction index and $n$ valence indices, and `Matrix.fromBlocks` assembles the four blocks. The squared length $|k|^2$ is written `k ⬝ᵥ k`, the ordinary Euclidean sum $\sum_j k_j^2$. The parameters `c`, `Eg` and `P` are arbitrary real numbers, so no theorem depends on the sign of the gap or on the value of $\hbar^2/2m_0$.

```lean
/-- The k.p Hamiltonian of one conduction state at `Eg` and `n` valence states at `0`,
coupled by `P k`, with the free-electron energy `c |k|²` added to every state. -/
def kpHamiltonian (c Eg P : ℝ) (k : Fin n → ℝ) :
    Matrix (Unit ⊕ Fin n) (Unit ⊕ Fin n) ℝ :=
  Matrix.fromBlocks (Matrix.of fun _ _ => Eg + c * (k ⬝ᵥ k)) (Matrix.of fun _ j => P * k j)
    (Matrix.of fun i _ => P * k i) ((c * (k ⬝ᵥ k)) • (1 : Matrix (Fin n) (Fin n) ℝ))
```

A state consists of a conduction amplitude $a$ and a vector $v\in\mathbb R^n$ of valence amplitudes. It need not be normalised.

```lean
/-- The state with conduction amplitude `a` and valence amplitudes `v`. -/
def bandState (a : ℝ) (v : Fin n → ℝ) : Unit ⊕ Fin n → ℝ :=
  Sum.elim (fun _ => a) v
```

## How the Hamiltonian acts on a state

Multiplying the blocks gives
$$H(k)\begin{pmatrix}a\\ v\end{pmatrix}=\begin{pmatrix}(E_g+t)\,a+P\,k\cdot v\\ P a\,k+t\,v\end{pmatrix}.$$
The coupling feeds the conduction amplitude only from the component of $v$ along $k$, and it feeds the valence amplitudes only in the direction of $k$. The valence directions perpendicular to $k$ are therefore decoupled from the conduction state.

The Lean proof checks the conduction row and the valence rows separately. It first replaces $c|k|^2$ by a single symbol `t`, as the calculation by hand does.

```lean
/-- The Hamiltonian maps the amplitudes `(a, v)` to the conduction amplitude `(Eg + c |k|²) a + P
k·v` and the valence amplitudes `P a k + c |k|² v`. -/
theorem kpHamiltonian_mulVec (c Eg P a : ℝ) (k v : Fin n → ℝ) :
    kpHamiltonian c Eg P k *ᵥ bandState a v =
      bandState ((Eg + c * (k ⬝ᵥ k)) * a + P * (k ⬝ᵥ v))
        (fun i => P * k i * a + c * (k ⬝ᵥ k) * v i) := by
  unfold kpHamiltonian bandState
  generalize c * (k ⬝ᵥ k) = t
  funext i
  rcases i with i | i
  · simp [Matrix.mulVec, dotProduct, Fintype.sum_sum_type, Finset.mul_sum, mul_assoc]
  · simp [Matrix.mulVec, dotProduct, Fintype.sum_sum_type, Matrix.one_apply]
```

## The determinant of a bordered matrix

To count the energies we need the determinant of
$$M=\begin{pmatrix}x & b^{\mathsf T}\\ b & y\,I_n\end{pmatrix}.$$
A Schur complement would divide by $y$. Multiplication by a block-triangular matrix avoids the division:
$$\begin{pmatrix}x & b^{\mathsf T}\\ b & yI_n\end{pmatrix}\begin{pmatrix}y & 0\\ -b & I_n\end{pmatrix}=\begin{pmatrix}xy-b\cdot b & b^{\mathsf T}\\ 0 & yI_n\end{pmatrix}.$$
The lower left block vanishes because $by-yb=0$. The second factor has determinant $y$, and the right-hand side has determinant $(xy-b\cdot b)\,y^n$. Hence
$$\det M\cdot y=(xy-b\cdot b)\,y^n .$$

The lemma holds over any commutative ring `R`. This generality is needed because the entries will next be polynomials. In the proof, `h` is the matrix identity, checked entry by entry, and `hd` is its determinant.

```lean
/-- The determinant of a matrix with corner `x`, border `b` and remaining block `y` times the
identity, multiplied by `y`, is `(x y - b·b) yⁿ`. -/
theorem bordered_det_mul {R : Type*} [CommRing R] (x y : R) (b : Fin n → R) :
    (Matrix.fromBlocks (Matrix.of fun _ _ : Unit => x) (Matrix.of fun _ j => b j)
      (Matrix.of fun i _ => b i) (y • (1 : Matrix (Fin n) (Fin n) R))).det * y =
      (x * y - b ⬝ᵥ b) * y ^ n := by
  -- a block-triangular factor removes the lower border
  have h : Matrix.fromBlocks (Matrix.of fun _ _ : Unit => x) (Matrix.of fun _ j => b j)
        (Matrix.of fun i _ => b i) (y • (1 : Matrix (Fin n) (Fin n) R)) *
      Matrix.fromBlocks (Matrix.of fun _ _ : Unit => y) 0 (Matrix.of fun i _ => -b i) 1 =
      Matrix.fromBlocks (Matrix.of fun _ _ : Unit => x * y - b ⬝ᵥ b)
        (Matrix.of fun _ j => b j) 0 (y • (1 : Matrix (Fin n) (Fin n) R)) := by
    refine Matrix.ext fun i j => ?_
    rcases i with i | i <;> rcases j with j | j <;>
      simp [Matrix.mul_apply, Fintype.sum_sum_type, Matrix.one_apply, dotProduct,
        sub_eq_add_neg]
    ring
  have hd := congrArg Matrix.det h
  simp only [Matrix.det_mul, Matrix.det_fromBlocks_zero₁₂, Matrix.det_fromBlocks_zero₂₁,
    Matrix.det_unique, Matrix.of_apply, Matrix.det_one, mul_one, Matrix.det_smul,
    Fintype.card_fin] at hd
  exact hd
```

## The characteristic polynomial

Let $X$ be the variable of the characteristic polynomial and write $y=X-t$. The matrix $X I-H(k)$ is again bordered, with corner $y-E_g$, border $-Pk$ and remaining block $y\,I_n$. The determinant formula gives
$$\det(XI-H)\cdot y=\bigl((y-E_g)\,y-P^2|k|^2\bigr)\,y^n .$$
Since $n\ge1$, we can write $y^n=y^{n-1}\,y$. The polynomial $y=X-t$ is not zero, and a nonzero factor may be cancelled in the ring of real polynomials. The result is
$$\det(XI-H)=(X-t)^{n-1}\bigl((X-t)^2-E_g(X-t)-P^2|k|^2\bigr).$$

The theorem states this as an identity of polynomials, in which `C` turns a real number into a constant polynomial. The step `hM` identifies the characteristic matrix as a bordered one, `hb` evaluates $b\cdot b=P^2|k|^2$, and `mul_right_cancel₀` cancels the factor $X-t$.

The hypothesis `hn` says that there is at least one valence state. For $n=1$ the first factor is $1$ and only the quadratic of the two-band problem remains.

```lean
/-- For `n ≥ 1` the characteristic polynomial of the k.p Hamiltonian is `(X - c |k|²)^(n-1)` times a
quadratic factor that carries `Eg` and `P`. -/
theorem kpHamiltonian_charpoly (hn : 1 ≤ n) (c Eg P : ℝ) (k : Fin n → ℝ) :
    (kpHamiltonian c Eg P k).charpoly =
      (X - C (c * (k ⬝ᵥ k))) ^ (n - 1) *
        ((X - C (c * (k ⬝ᵥ k))) ^ 2 - C Eg * (X - C (c * (k ⬝ᵥ k)))
          - C (P ^ 2 * (k ⬝ᵥ k))) := by
  obtain ⟨m, rfl⟩ : ∃ m, n = m + 1 := ⟨n - 1, by omega⟩
  unfold kpHamiltonian
  generalize c * (k ⬝ᵥ k) = t
  -- the characteristic matrix is again a bordered matrix
  have hM : (Matrix.fromBlocks (Matrix.of fun _ _ : Unit => Eg + t)
        (Matrix.of fun _ j => P * k j) (Matrix.of fun i _ => P * k i)
        (t • (1 : Matrix (Fin (m + 1)) (Fin (m + 1)) ℝ))).charmatrix =
      Matrix.fromBlocks (Matrix.of fun _ _ : Unit => X - C t - C Eg)
        (Matrix.of fun _ j => -C (P * k j)) (Matrix.of fun i _ => -C (P * k i))
        ((X - C t) • (1 : Matrix (Fin (m + 1)) (Fin (m + 1)) ℝ[X])) := by
    refine Matrix.ext fun i j => ?_
    rcases i with i | i <;> rcases j with j | j
    · simp
      ring
    · simp
    · simp
    · by_cases hij : i = j
      · subst hij
        simp
      · simp [hij]
  have hb : (fun j => -C (P * k j)) ⬝ᵥ (fun j => -C (P * k j)) = C (P ^ 2 * (k ⬝ᵥ k)) := by
    simp only [dotProduct, Finset.mul_sum, _root_.map_sum]
    refine Finset.sum_congr rfl fun i _ => ?_
    simp only [C_mul, C_pow]
    ring
  -- cancel the nonzero polynomial `X - t`
  apply mul_right_cancel₀ (X_sub_C_ne_zero t)
  rw [Matrix.charpoly, hM, bordered_det_mul (X - C t - C Eg) (X - C t)
    (fun j => -C (P * k j)), hb, Nat.add_sub_cancel]
  ring
```

The quadratic factor has the roots
$$E_\pm=t+\tfrac12\Bigl(E_g\pm\sqrt{E_g^2+4P^2|k|^2}\Bigr).$$
For $E_g>0$ these are the conduction band and the light-hole band. At small $k$ the coupling shifts them by about $+P^2|k|^2/E_g$ and $-P^2|k|^2/E_g$, which is the usual mass correction. The other $n-1$ roots contain neither $E_g$ nor $P$.

## Flat bands when the free-electron term is dropped

Let $n\ge1$ as before. Setting $c=0$ gives $t=0$. The Hamiltonian then has corner $E_g$, border $Pk$ and a zero valence block, and its characteristic polynomial is
$$X^{n-1}\bigl(X^2-E_gX-P^2|k|^2\bigr).$$
The factor $X^{n-1}$, present for every $k$, gives the flat heavy-hole energy $0$ of $n-1$ bands.

```lean
/-- Without the free-electron term the characteristic polynomial is
`x^(n-1) (x² - Eg x - P² |k|²)`. -/
theorem charpoly_without_free_term (hn : 1 ≤ n) (Eg P : ℝ) (k : Fin n → ℝ) :
    (kpHamiltonian 0 Eg P k).charpoly =
      X ^ (n - 1) * (X ^ 2 - C Eg * X - C (P ^ 2 * (k ⬝ᵥ k))) := by
  have h := kpHamiltonian_charpoly hn 0 Eg P k
  simp only [zero_mul, C_0, sub_zero] at h
  exact h
```

## Exactly n − 1 roots at the free-electron energy

The factor $(X-t)^{n-1}$ shows that $t$ is a root at least $n-1$ times. The quadratic could supply it once more, so evaluate the quadratic at $X=t$:
$$(t-t)^2-E_g(t-t)-P^2|k|^2=-P^2|k|^2 .$$
This is nonzero when $P\neq0$ and $k\neq0$, and the multiplicity is then exactly $n-1$. If the coupling $Pk$ vanishes, the quadratic becomes $(X-t)(X-t-E_g)$ and $t$ is a root at least once more, because the light hole then has the free-electron energy too.

In Lean, `rootMultiplicity` is the algebraic multiplicity of a root. The theorem does not list $n\ge1$ as a hypothesis, since a nonzero $k$ already requires at least one component. The step `hq` is the evaluation above, and the final rewriting adds the multiplicities of the two factors, $n-1$ and $0$.

```lean
/-- For nonzero coupling and nonzero wave vector, the root multiplicity of the free-electron energy
`c |k|²` in the characteristic polynomial is exactly `n - 1` (zero means not a root). -/
theorem free_energy_multiplicity (c Eg : ℝ) {P : ℝ} {k : Fin n → ℝ} (hP : P ≠ 0)
    (hk : k ≠ 0) :
    (kpHamiltonian c Eg P k).charpoly.rootMultiplicity (c * (k ⬝ᵥ k)) = n - 1 := by
  have hn : 1 ≤ n := by
    rcases Nat.eq_zero_or_pos n with h | h
    · subst h
      exact absurd (Subsingleton.elim k 0) hk
    · exact h
  have hkk : k ⬝ᵥ k ≠ 0 := fun h => hk (dotProduct_self_eq_zero.mp h)
  rw [kpHamiltonian_charpoly hn]
  generalize c * (k ⬝ᵥ k) = t
  -- the quadratic factor takes the value `-P² |k|²` at the free-electron energy
  have hq : ¬ IsRoot ((X - C t) ^ 2 - C Eg * (X - C t) - C (P ^ 2 * (k ⬝ᵥ k))) t := by
    intro h
    rw [IsRoot.def] at h
    simp only [eval_sub, eval_pow, eval_mul, eval_X, eval_C] at h
    have h' : P ^ 2 * (k ⬝ᵥ k) = 0 := by linear_combination -h
    exact mul_ne_zero (pow_ne_zero 2 hP) hkk h'
  have hq0 : (X - C t) ^ 2 - C Eg * (X - C t) - C (P ^ 2 * (k ⬝ᵥ k)) ≠ 0 := by
    intro h
    apply hq
    rw [h, IsRoot.def, eval_zero]
  rw [rootMultiplicity_mul (mul_ne_zero (pow_ne_zero _ (X_sub_C_ne_zero t)) hq0),
    rootMultiplicity_X_sub_C_pow, rootMultiplicity_eq_zero hq, add_zero]
```

## Heavy-hole states are perpendicular to the wave vector

The states at energy $t$ follow from the action of $H(k)$. The equation $H(k)(a,v)=t\,(a,v)$ has the rows
$$E_g\,a+P\,k\cdot v=0,\qquad P\,k_i\,a=0\quad(i=1,\dots,n),$$
after $t\,a$ and $t\,v_i$ have been subtracted. Since $k\neq0$, some component $k_i$ is nonzero, and with $P\neq0$ the corresponding valence row gives $a=0$. The conduction row then reduces to $P\,k\cdot v=0$, hence $k\cdot v=0$. Conversely, $a=0$ and $k\cdot v=0$ satisfy all the rows.

The heavy-hole states are thus purely valence-like, with amplitudes perpendicular to $k$. The vectors perpendicular to a nonzero $k$ form a space of dimension $n-1$, in agreement with the multiplicity of the root. The Lean equivalence concerns the eigenvalue equation itself and so includes the zero vector; the eigenvectors are the nonzero solutions. In the proof, `h0` is the conduction row and `hi` is a valence row with `k i ≠ 0`.

```lean
/-- For nonzero coupling and wave vector, a state satisfies the eigenvalue equation at the
free-electron energy exactly when it has no conduction amplitude and `v` is orthogonal to `k`. -/
theorem free_energy_state_iff (c Eg a : ℝ) {P : ℝ} {k : Fin n → ℝ} (v : Fin n → ℝ)
    (hP : P ≠ 0) (hk : k ≠ 0) :
    kpHamiltonian c Eg P k *ᵥ bandState a v = (c * (k ⬝ᵥ k)) • bandState a v ↔
      a = 0 ∧ k ⬝ᵥ v = 0 := by
  rw [kpHamiltonian_mulVec]
  constructor
  · intro h
    have h0 := congrFun h (Sum.inl ())
    obtain ⟨i, hki⟩ := Function.ne_iff.mp hk
    have hi := congrFun h (Sum.inr i)
    simp only [bandState, Sum.elim_inl, Sum.elim_inr, Pi.smul_apply, smul_eq_mul] at h0 hi
    -- a valence row with `k i ≠ 0` forces the conduction amplitude to vanish
    have h1 : P * k i * a = 0 := by linear_combination hi
    have ha : a = 0 := (mul_eq_zero.mp h1).resolve_left (mul_ne_zero hP hki)
    have h2 : P * (k ⬝ᵥ v) = 0 := by linear_combination h0 - Eg * ha
    exact ⟨ha, (mul_eq_zero.mp h2).resolve_left hP⟩
  · rintro ⟨rfl, hv⟩
    funext j
    rcases j with j | j <;>
      simp only [bandState, Sum.elim_inl, Sum.elim_inr, Pi.smul_apply, smul_eq_mul, hv] <;> ring
```

## The same state along a whole ray

An effective mass describes how an energy changes with the wave vector, so one value of $k$ is not enough. Fix a direction by $k$ and move along the line $s\,k$ with $s$ real. If $k\cdot v=0$, then $(sk)\cdot v=0$ for every $s$, and
$$H(sk)\begin{pmatrix}0\\ v\end{pmatrix}=\begin{pmatrix}P\,(sk)\cdot v\\ c\,|sk|^2\,v\end{pmatrix}=c\,s^2|k|^2\begin{pmatrix}0\\ v\end{pmatrix}.$$
For $v\neq0$, one fixed state remains an eigenvector along the entire line, and its energy is the free-electron parabola to all orders in $s$. This is the sense in which the k·p coupling gives these bands no mass correction. Neither $P$ nor $k$ needs to be nonzero here.

The steps `h1` and `h2` are the two scalar products $(sk)\cdot v=0$ and $|sk|^2=s^2|k|^2$; the formula for the action of the Hamiltonian does the rest.

```lean
/-- If `v` is orthogonal to `k`, the amplitudes `(0, v)` satisfy the eigenvalue equation with the
free-electron energy `c s² |k|²` at every wave vector `s k`, whatever `Eg` and `P` are. -/
theorem no_mass_correction (c Eg P : ℝ) {k v : Fin n → ℝ} (hv : k ⬝ᵥ v = 0) (s : ℝ) :
    kpHamiltonian c Eg P (s • k) *ᵥ bandState 0 v =
      (c * s ^ 2 * (k ⬝ᵥ k)) • bandState 0 v := by
  have h1 : (s • k) ⬝ᵥ v = 0 := by rw [smul_dotProduct, hv, smul_zero]
  have h2 : (s • k) ⬝ᵥ (s • k) = s ^ 2 * (k ⬝ᵥ k) := by
    rw [smul_dotProduct, dotProduct_smul, smul_eq_mul, smul_eq_mul]
    ring
  rw [kpHamiltonian_mulVec, h1, h2]
  funext j
  rcases j with j | j <;>
    simp only [bandState, Sum.elim_inl, Sum.elim_inr, Pi.smul_apply, smul_eq_mul] <;> ring

end

end FlatHeavyHoleBands
```

```lean
#print axioms FlatHeavyHoleBands.charpoly_without_free_term
#print axioms FlatHeavyHoleBands.free_energy_multiplicity
#print axioms FlatHeavyHoleBands.free_energy_state_iff
#print axioms FlatHeavyHoleBands.no_mass_correction
```

```
'FlatHeavyHoleBands.charpoly_without_free_term' depends on axioms: [propext, Classical.choice, Quot.sound]
'FlatHeavyHoleBands.free_energy_multiplicity' depends on axioms: [propext, Classical.choice, Quot.sound]
'FlatHeavyHoleBands.free_energy_state_iff' depends on axioms: [propext, Classical.choice, Quot.sound]
'FlatHeavyHoleBands.no_mass_correction' depends on axioms: [propext, Classical.choice, Quot.sound]
```

## Four states with integer energies

Take $n=3$ and, in dimensionless units, $c=1$, $E_g=5$, $P=2$ and $k=(1,2,2)$. Then $|k|^2=9$, $t=9$ and $P^2|k|^2=36$, and the Hamiltonian is
$$H=\begin{pmatrix}14&2&4&4\\2&9&0&0\\4&0&9&0\\4&0&0&9\end{pmatrix}.$$
With $y=X-9$ the quadratic factor is $y^2-5y-36=(y-9)(y+4)$. The energies are therefore $18$, $9$, $9$ and $5$, and their sum is $41$, the trace of $H$.

Two independent states at energy $9$ are $(0;\,0,1,-1)$ and $(0;\,2,-1,0)$, both with valence part perpendicular to $k$. The conduction-band state is $(9;\,2,4,4)$ and the light-hole state is $(2;\,-1,-2,-2)$, both with valence part along $k$. Halving the wave vector changes the heavy-hole energy from $9$ to $9/4$, as for a free electron. The numbers are chosen for easy arithmetic and do not describe a real semiconductor: since $P^2/E_g=4/5$ is smaller than $c=1$, the light-hole band also curves upwards here.

## Where the model stops

The model has a single conduction state, exactly degenerate valence states and a real wave vector, and it contains neither spin-orbit coupling nor remote bands. The Hamiltonian is taken as given and is not derived from a crystal potential.

With $c>0$ the uncorrected bands curve upwards, whereas heavy-hole bands in common semiconductors curve downwards. For band-structure calculations with this small basis, the result shows that adjusting $E_g$ or $P$ cannot repair the heavy-hole mass; the missing curvature has to come from terms that the model omits, such as the coupling to remote bands.
